# A convergent second-order self-energy inherits detailed balance from its lines

**Q.** In an equilibrium calculation with scalar propagators, I evaluate the second-order lesser self-energy on a frequency grid and obtain the greater one by multiplying by $-e^{\beta w}$. That saves a double integral at each frequency $w$. You say a Lean file justifies the step. I doubt that it captures the physics. What goes in?

**A.** Three pairs of complex functions of real frequency, a greater function $G_i$ and a lesser function $L_i$ for $i=1,2,3$, each obeying

$$G_i(x)=-e^{\beta x}L_i(x).$$

Here $\beta$ is the inverse temperature, $\hbar=1$, and frequencies are measured from the chemical potential. The two integrals are

$$S_G(w)=\iint G_1(x)G_2(y)L_3(x+y-w)\,dx\,dy,$$
$$S_L(w)=\iint L_1(x)L_2(y)G_3(x+y-w)\,dx\,dy.$$

If the second converges absolutely, so does the first, and $S_G(w)=-e^{\beta w}S_L(w)$. This concerns the exact integrals. In your calculation, any absolute numerical error in $S_L(w)$ is also multiplied by $e^{\beta w}$, so take care where $\beta w$ is large and positive.

**Q.** Show me the derivation before any code.

**A.** Write $z=x+y-w$ for the frequency of the backward line. The two forward lines give

$$G_1(x)G_2(y)=e^{\beta(x+y)}L_1(x)L_2(y),$$

because the two minus signs cancel. For the backward line, invert the relation: $L_3(z)=-e^{-\beta z}G_3(z)$. Multiplying,

$$G_1(x)G_2(y)L_3(z)=-e^{\beta(x+y-z)}L_1(x)L_2(y)G_3(z).$$

Since $x+y-z=w$, the exponential is $e^{\beta w}$, whatever $x$ and $y$ are. A constant factor preserves absolute convergence and comes out of the integral, which gives the result.

**Q.** And the relation for each line: is that derived?

**A.** It is assumed. It stands for a grand-canonical equilibrium state, in which the Lehmann weights of adding and removing a fermion at frequency $x$ differ by a Boltzmann factor. All three lines share one temperature and one chemical potential. The file opens with Mathlib and then states the condition.

```lean
import Mathlib

open MeasureTheory

namespace SelfEnergyDetailedBalance

noncomputable section

/-- Fermionic detailed balance at inverse temperature `β`: the greater function `G` and the
lesser function `L` obey `G(x) = -exp(βx) L(x)` at every real frequency. -/
def DetailedBalance (β : ℝ) (G L : ℝ → ℂ) : Prop :=
  ∀ x : ℝ, G x = -(Real.exp (β * x) : ℂ) * L x
```

`DetailedBalance β G L` is a proposition about two functions `ℝ → ℂ`. It doesn't require them to come from a Hamiltonian, to have a positive spectral function or to be normalised. Any real `β` is allowed; the zero-temperature limit is not treated.

**Q.** I would normally write the lesser function with an occupation number. Is that the same condition?

**A.** Yes, with this Fermi function.

```lean
/-- The Fermi function, with frequency measured from the chemical potential. -/
def fermi (β x : ℝ) : ℝ := 1 / (Real.exp (β * x) + 1)
```

The equivalence with $L=-f\,(G-L)$ comes below. First, the self-energy needs its integrand and its integral.

```lean
/-- Integrand of the second-order self-energy: two forward lines `A`, `B` and one backward
line `C` whose frequency is fixed by energy conservation. -/
def sunsetIntegrand (A B C : ℝ → ℂ) (w : ℝ) : ℝ × ℝ → ℂ :=
  fun p => A p.1 * B p.2 * C (p.1 + p.2 - w)

/-- The second-order self-energy integral at external frequency `w`. -/
def sunset (A B C : ℝ → ℂ) (w : ℝ) : ℂ := ∫ p : ℝ × ℝ, sunsetIntegrand A B C w p
```

The pair `p` holds the internal frequencies, $x=$ `p.1` and $y=$ `p.2`. Energy conservation is built in through the third argument, so no delta function appears. $S_G$ is `sunset G₁ G₂ L₃ w` and $S_L$ is `sunset L₁ L₂ G₃ w`.

**Q.** Where are the interaction matrix elements and the factors of $2\pi$?

**A.** They are left out. A prefactor common to both integrals multiplies both sides and changes nothing. Matrix-valued propagators with orbital sums are not covered as such; the theorem applies to a single product of scalar lines.

**Q.** Then give me the occupation form.

**A.** By hand: if $G=-e^{\beta x}L$, then $G-L=-(e^{\beta x}+1)L$, and multiplying by $-f$ returns $L$. Conversely, multiply $L=-f(G-L)$ by $e^{\beta x}+1$ and rearrange.

```lean
/-- Detailed balance is equivalent to the lesser function being minus the Fermi function
times the difference of the greater and lesser functions. -/
theorem detailedBalance_iff_fermi (β : ℝ) (G L : ℝ → ℂ) :
    DetailedBalance β G L ↔ ∀ x, L x = -(fermi β x : ℂ) * (G x - L x) := by
  refine forall_congr' fun x => ?_
  have hr : fermi β x * (Real.exp (β * x) + 1) = 1 := by
    have hne : Real.exp (β * x) + 1 ≠ 0 := by positivity
    exact one_div_mul_cancel hne
  have hf : (fermi β x : ℂ) * ((Real.exp (β * x) : ℂ) + 1) = 1 := by
    exact_mod_cast hr
  constructor
  · intro h
    linear_combination (fermi β x : ℂ) * h - L x * hf
  · intro h
    linear_combination ((Real.exp (β * x) : ℂ) + 1) * h - (G x - L x) * hf
```

The fact `hf` is $f\,(e^{\beta x}+1)=1$, and each `linear_combination` carries out one of those two multiplications.

**Q.** Now the cancellation of the Boltzmann factors. Does Lean invert the relation for the third line, as you did?

**A.** It avoids the inversion by writing both sides in terms of $L_1L_2L_3$. The left side then carries $e^{\beta x}e^{\beta y}$ and the right side $e^{\beta w}e^{\beta z}$. These agree because $x+y=w+z$, which is `hexp`.

```lean
/-- At each pair of internal frequencies the greater and lesser integrands differ by the
factor `-exp(βw)`, which depends on the external frequency only. -/
theorem sunsetIntegrand_balance {β : ℝ} {G₁ G₂ G₃ L₁ L₂ L₃ : ℝ → ℂ}
    (h₁ : DetailedBalance β G₁ L₁) (h₂ : DetailedBalance β G₂ L₂)
    (h₃ : DetailedBalance β G₃ L₃) (w : ℝ) (p : ℝ × ℝ) :
    sunsetIntegrand G₁ G₂ L₃ w p
      = -(Real.exp (β * w) : ℂ) * sunsetIntegrand L₁ L₂ G₃ w p := by
  -- energy conservation for the Boltzmann factors
  have hexp : (Real.exp (β * p.1) : ℂ) * (Real.exp (β * p.2) : ℂ)
      = (Real.exp (β * w) : ℂ) * (Real.exp (β * (p.1 + p.2 - w)) : ℂ) := by
    rw [← Complex.ofReal_mul, ← Complex.ofReal_mul, ← Real.exp_add, ← Real.exp_add]
    congr 2
    ring
  simp only [sunsetIntegrand]
  rw [h₁ p.1, h₂ p.2, h₃ (p.1 + p.2 - w)]
  linear_combination (L₁ p.1 * L₂ p.2 * L₃ (p.1 + p.2 - w)) * hexp
```

The `rw` substitutes detailed balance for the three lines, and `linear_combination` multiplies `hexp` by the common product of lesser functions.

**Q.** So the main theorem only has to integrate this?

**A.** Yes.

```lean
/-- Detailed balance of the second-order self-energy: if the lesser integral converges
absolutely at `w`, so does the greater one, and `S_G(w) = -exp(βw) S_L(w)`. -/
theorem sunset_detailed_balance {β : ℝ} {G₁ G₂ G₃ L₁ L₂ L₃ : ℝ → ℂ}
    (h₁ : DetailedBalance β G₁ L₁) (h₂ : DetailedBalance β G₂ L₂)
    (h₃ : DetailedBalance β G₃ L₃) (w : ℝ)
    (hint : Integrable (sunsetIntegrand L₁ L₂ G₃ w)) :
    Integrable (sunsetIntegrand G₁ G₂ L₃ w) ∧
      sunset G₁ G₂ L₃ w = -(Real.exp (β * w) : ℂ) * sunset L₁ L₂ G₃ w := by
  have hpt := sunsetIntegrand_balance h₁ h₂ h₃ w
  constructor
  · exact (hint.const_mul (-(Real.exp (β * w) : ℂ))).congr
      (ae_of_all _ fun p => (hpt p).symm)
  · exact (integral_congr_ae (ae_of_all _ hpt)).trans (integral_const_mul _ _)
```

The hypothesis `hint` is absolute convergence over the plane at the one frequency `w`. The first conclusion transfers it to the greater integrand: `const_mul` multiplies by the constant, and `congr` replaces the function by its equal. The second conclusion integrates the pointwise identity and pulls the constant out.

**Q.** What does `hint` buy me? Multiplying by a constant seems harmless without it.

**A.** It gives the convergence claim. As a purely mathematical test, with flat lines that can't be normalised and so aren't physical propagators, take $\beta=0$, all $L_i=1$ and all $G_i=-1$. Detailed balance holds, but the lesser integrand is $-1$ and the greater one is $+1$ over the whole plane, so neither converges. Lean assigns the value zero to both integrals, and the equation would then read $0=0$ with no physical content.

**Q.** And if one line is out of equilibrium?

**A.** Then the equation itself can fail. Let $L_i(x)=e^{-x^2}$ for all three lines and $G_i(x)=-e^{\beta x-x^2}$ for the first two, but set $G_3=0$. The lesser integral is zero, while the greater integrand is positive everywhere and has a positive integral. No factor applied to $S_L$ recovers $S_G$.

**Q.** My next step is to put the self-energy into the Keldysh equation. Does the relation survive?

**A.** It does when the lesser integral converges at every frequency. The retarded and advanced factors multiply the greater and lesser self-energies in the same way, so they leave the ratio alone.

```lean
/-- If the lesser integrals converge at all frequencies, the Keldysh products
`R(w) S(w) A(w)` formed with the greater and lesser second-order self-energies obey
detailed balance, for any functions `R` and `A`. -/
theorem keldysh_detailed_balance {β : ℝ} {G₁ G₂ G₃ L₁ L₂ L₃ : ℝ → ℂ}
    (h₁ : DetailedBalance β G₁ L₁) (h₂ : DetailedBalance β G₂ L₂)
    (h₃ : DetailedBalance β G₃ L₃)
    (hint : ∀ w, Integrable (sunsetIntegrand L₁ L₂ G₃ w)) (R A : ℝ → ℂ) :
    DetailedBalance β (fun w => R w * sunset G₁ G₂ L₃ w * A w)
      (fun w => R w * sunset L₁ L₂ G₃ w * A w) := by
  intro w
  have h := (sunset_detailed_balance h₁ h₂ h₃ w (hint w)).2
  linear_combination (R w * A w) * h
```

The proof takes the equality from the main theorem and multiplies it by `R w * A w`. The functions `R` and `A` are arbitrary, so the theorem doesn't establish that the product solves a Dyson equation. If you use the products as new lines in a self-consistent loop, they satisfy the detailed-balance hypothesis, but convergence of the next integral has to be supplied again.

**Q.** Is there anything special about two forward lines and one backward line?

**A.** Only the sign. Take $n$ forward lines with frequencies $x_i$, $m$ backward lines with frequencies $y_j$, and one more backward line at

$$z=\sum_i x_i-\sum_j y_j-w.$$

The indices run from $0$ to $n-1$ and from $0$ to $m-1$, as in `Fin n` and `Fin m`; an empty sum is zero and an empty product is one.

```lean
/-- Integrand with `n` forward lines `P`, `m` backward lines `H`, and one more backward
line `C` whose frequency is fixed by energy conservation. -/
def cutIntegrand {n m : ℕ} (P : Fin n → ℝ → ℂ) (H : Fin m → ℝ → ℂ) (C : ℝ → ℂ) (w : ℝ) :
    (Fin n → ℝ) × (Fin m → ℝ) → ℂ :=
  fun p => (∏ i, P i (p.1 i)) * (∏ j, H j (p.2 j)) * C (∑ i, p.1 i - ∑ j, p.2 j - w)
```

Replacing greater by lesser functions on the forward lines gives $(-1)^n e^{\beta\sum_i x_i}$. This is the next lemma, which factors each line into a sign, an exponential and a lesser function, then takes the three products separately.

```lean
/-- For a product of `n` lines in detailed balance, the Boltzmann factors combine into that
of the total frequency, with one sign per line. -/
theorem prod_lines {β : ℝ} {n : ℕ} {G L : Fin n → ℝ → ℂ}
    (h : ∀ i, DetailedBalance β (G i) (L i)) (x : Fin n → ℝ) :
    ∏ i, G i (x i) = (-1) ^ n * (Real.exp (β * ∑ i, x i) : ℂ) * ∏ i, L i (x i) := by
  have hi : ∀ i, G i (x i) = (-1) * (Real.exp (β * x i) : ℂ) * L i (x i) := by
    intro i
    rw [h i (x i)]
    ring
  rw [Finset.prod_congr rfl (fun i _ => hi i), Finset.prod_mul_distrib,
    Finset.prod_mul_distrib, Finset.prod_const, Finset.card_univ, Fintype.card_fin,
    Finset.mul_sum, Real.exp_sum, Complex.ofReal_prod]
```

On the backward lines the replacement runs the other way. It gives $(-1)^{m+1}e^{-\beta(\sum_j y_j+z)}$, and the exponents add up to $\beta w$. The total factor is therefore $(-1)^{n+m+1}e^{\beta w}$.

```lean
/-- Detailed balance with `n` forward and `m + 1` backward lines: convergence of the lesser
integral gives that of the greater one, and their ratio is `(-1)^(n+m+1) exp(βw)`
in multiplied-out form. -/
theorem cut_detailed_balance {β : ℝ} {n m : ℕ} {G L : Fin n → ℝ → ℂ}
    {G' L' : Fin m → ℝ → ℂ} {G₀ L₀ : ℝ → ℂ}
    (h : ∀ i, DetailedBalance β (G i) (L i)) (h' : ∀ j, DetailedBalance β (G' j) (L' j))
    (h₀ : DetailedBalance β G₀ L₀) (w : ℝ) (hint : Integrable (cutIntegrand L G' G₀ w)) :
    Integrable (cutIntegrand G L' L₀ w) ∧
      ∫ p, cutIntegrand G L' L₀ w p
        = (-1) ^ (n + m + 1) * (Real.exp (β * w) : ℂ) * ∫ p, cutIntegrand L G' G₀ w p := by
  -- the algebra of signs and Boltzmann factors
  have key : ∀ s t a e b z P Q C : ℂ, t * t = 1 → a = e * b * z →
      s * a * P * Q * C = s * t * (-1) * e * (P * (t * b * Q) * (-z * C)) := by
    intro s t a e b z P Q C ht ha
    rw [ha]
    linear_combination (-(s * e * b * z * P * Q * C)) * ht
  have hpt : ∀ p, cutIntegrand G L' L₀ w p
      = (-1) ^ (n + m + 1) * (Real.exp (β * w) : ℂ) * cutIntegrand L G' G₀ w p := by
    intro p
    have hs : (-1 : ℂ) ^ m * (-1) ^ m = 1 := by
      rw [← mul_pow]
      simp
    have hexp : (Real.exp (β * ∑ i, p.1 i) : ℂ) = (Real.exp (β * w) : ℂ)
        * (Real.exp (β * ∑ j, p.2 j) : ℂ)
        * (Real.exp (β * (∑ i, p.1 i - ∑ j, p.2 j - w)) : ℂ) := by
      rw [← Complex.ofReal_mul, ← Complex.ofReal_mul, ← Real.exp_add, ← Real.exp_add]
      congr 2
      ring
    simp only [cutIntegrand]
    rw [prod_lines h p.1, prod_lines h' p.2, h₀ (∑ i, p.1 i - ∑ j, p.2 j - w),
      pow_succ, pow_add]
    exact key _ _ _ _ _ _ _ _ _ hs hexp
  constructor
  · exact (hint.const_mul ((-1) ^ (n + m + 1) * (Real.exp (β * w) : ℂ))).congr
      (ae_of_all _ fun p => (hpt p).symm)
  · exact (integral_congr_ae (ae_of_all _ hpt)).trans (integral_const_mul _ _)
```

Here `G` and `L` are the forward families, `G'` and `L'` the backward families, and `G₀` and `L₀` the last line. The auxiliary identity `key` collects signs and exponentials, using $(-1)^m(-1)^m=1$ to move the backward signs across. Energy conservation is again `hexp`, and the passage to integrals is the same as before.

**Q.** Check the sign on something I know.

**A.** For $n=2$, $m=0$ it is $(-1)^3=-1$, the fermionic self-energy. For $n=1$, $m=0$, a particle-hole bubble, it is $+1$, the bosonic form of detailed balance. The theorem concerns one integrated product of lines, not a sum of diagrams with internal vertex structure.

**Q.** One doubt remains. Can all the assumptions be met by functions that aren't zero?

**A.** Gaussians do it. The lesser function is $e^{-x^2}$, and detailed balance fixes the greater one.

```lean
/-- A Gaussian lesser function. -/
def gaussLesser (x : ℝ) : ℂ := (Real.exp (-x ^ 2) : ℂ)

/-- The greater function `-exp(βx - x²)`. -/
def gaussGreater (β x : ℝ) : ℂ := -(Real.exp (β * x - x ^ 2) : ℂ)
```

To look like a fermionic spectral decomposition, both would need a factor $i$ and a normalisation. Neither affects detailed balance or convergence.

For convergence, complete the square: $\beta z-z^2\le\beta^2/4$. The magnitude of the lesser integrand is therefore at most $e^{\beta^2/4}e^{-x^2}e^{-y^2}$, which is integrable over the plane.

```lean
/-- The Gaussian pair obeys detailed balance, and its lesser second-order integral
converges absolutely at every external frequency. -/
theorem sunset_detailed_balance_witness (β : ℝ) :
    DetailedBalance β (gaussGreater β) gaussLesser ∧
      ∀ w, Integrable (sunsetIntegrand gaussLesser gaussLesser (gaussGreater β) w) := by
  constructor
  · intro x
    simp only [gaussGreater, gaussLesser]
    rw [show β * x - x ^ 2 = β * x + -x ^ 2 by ring, Real.exp_add, Complex.ofReal_mul]
    ring
  · intro w
    have hg : Integrable (fun x : ℝ => Real.exp (-x ^ 2)) := by
      simpa using integrable_exp_neg_mul_sq (one_pos : (0 : ℝ) < 1)
    have hprod : Integrable (fun p : ℝ × ℝ => Real.exp (-p.1 ^ 2) * Real.exp (-p.2 ^ 2)) :=
      hg.mul_prod hg
    -- the greater function is bounded by exp(β²/4)
    refine (hprod.mul_const (Real.exp (β ^ 2 / 4))).mono' ?_ (ae_of_all _ fun p => ?_)
    · apply Continuous.aestronglyMeasurable
      unfold sunsetIntegrand gaussLesser gaussGreater
      fun_prop
    · simp only [sunsetIntegrand, gaussLesser, gaussGreater, norm_mul, norm_neg,
        Complex.norm_real, Real.norm_eq_abs, Real.abs_exp]
      refine mul_le_mul_of_nonneg_left (Real.exp_le_exp.mpr ?_) (by positivity)
      nlinarith [sq_nonneg (p.1 + p.2 - w - β / 2)]

end

end SelfEnergyDetailedBalance
```

The first half splits the exponential of a sum. In the second, `hprod` is integrability of the product of two Gaussians, `mono'` is the comparison, and the final `nlinarith` uses $(z-\beta/2)^2\ge 0$.

```lean
#print axioms SelfEnergyDetailedBalance.detailedBalance_iff_fermi
-- 'SelfEnergyDetailedBalance.detailedBalance_iff_fermi' depends on axioms: [propext, Classical.choice, Quot.sound]
#print axioms SelfEnergyDetailedBalance.keldysh_detailed_balance
-- 'SelfEnergyDetailedBalance.keldysh_detailed_balance' depends on axioms: [propext, Classical.choice, Quot.sound]
#print axioms SelfEnergyDetailedBalance.cut_detailed_balance
-- 'SelfEnergyDetailedBalance.cut_detailed_balance' depends on axioms: [propext, Classical.choice, Quot.sound]
```

**Q.** Give me numbers for that example.

**A.** Use $s=x+y$ and $d=x-y$, so that $x^2+y^2=(s^2+d^2)/2$ and $dx\,dy=\tfrac12\,ds\,dd$. The $d$ integral gives $\sqrt{2\pi}$, leaving

$$S_L(w)=-\frac{\sqrt{2\pi}}{2}\int e^{-\frac32s^2+(2w+\beta)s-w^2-\beta w}\,ds.$$

The remaining Gaussian integral gives

$$S_L(w)=-\frac{\pi}{\sqrt3}\,e^{-w^2/3-\beta w/3+\beta^2/6}.$$

For $S_G$ the overall sign is positive and the term $-\beta w$ in the exponent is absent:

$$S_G(w)=\frac{\pi}{\sqrt3}\,e^{-w^2/3+2\beta w/3+\beta^2/6}.$$

At $\beta=w=1$ these are $S_L=-(\pi/\sqrt3)\,e^{-1/2}\approx-1.100$ and $S_G=(\pi/\sqrt3)\,e^{1/2}\approx2.990$. Their ratio is $-e\approx-2.718$, as it should be.

**Q.** My system is a finite cluster. Its Lehmann representation is a sum of delta peaks. Am I covered?

**A.** Not directly, since delta peaks are not functions `ℝ → ℂ`. To apply the theorem, use broadened lines that obey detailed balance at every frequency. Broadening the spectral function $\rho(x)$ first and then setting $L=if\rho$ and $G=-i(1-f)\rho$, with $f$ the Fermi function, keeps the relation. Broadening the greater and lesser peaks separately with a Lorentzian generally breaks it, and then your shortcut has lost its hypothesis.
